# Covariance of a Gaussian expectation under a linear substitution

If finitely many real variables have a Gaussian expectation with covariance K, then the linear combinations of them given by the rows of a real matrix A have a Gaussian expectation with covariance A K Aᵀ. Here a Gaussian expectation is a linear functional E on real polynomials with E(1) = 1 that satisfies the integration-by-parts rule E(X_i q) = ∑_j K_ij E(∂_j q). The matrix A may be rectangular and need not be invertible, and K is not assumed symmetric or positive. The attempt first proves a chain rule for the substitution by induction on the polynomial, then applies integration by parts to each linear form and exchanges the order of two finite sums.

The first attempt, which Lean rejects:

```lean
import Mathlib

open MvPolynomial (X pderiv monomial)
open scoped Matrix Nat

namespace Substitute

noncomputable section

variable {n m : ℕ}

/-- The linear form `∑ t_i X_i` in the coordinates `X_i`. -/
def linearForm (t : Fin n → ℝ) : MvPolynomial (Fin n) ℝ := ∑ i, t i • X i

/-- A linear functional `E` on polynomials is a Gaussian expectation with covariance `K` if it is
normalised and obeys the integration-by-parts rule `E(X_i q) = ∑_j K_ij E(∂_j q)`. -/
structure IsGaussian (K : Matrix (Fin n) (Fin n) ℝ) (E : MvPolynomial (Fin n) ℝ →ₗ[ℝ] ℝ) :
    Prop where
  one : E 1 = 1
  parts : ∀ i q, E (X i * q) = ∑ j, K i j * E (pderiv j q)

/-- The derivative of `∑ t_i X_i` along the coordinate `X_j` is the constant `t_j`. -/
theorem pderiv_linearForm (t : Fin n → ℝ) (j : Fin n) :
    pderiv j (linearForm t) = t j • (1 : MvPolynomial (Fin n) ℝ) := by
  simp [linearForm, MvPolynomial.pderiv_X, Pi.single_apply]

variable {K : Matrix (Fin n) (Fin n) ℝ} {E : MvPolynomial (Fin n) ℝ →ₗ[ℝ] ℝ}

/-- Integration by parts for a linear form: a factor `∑ t_i X_i` under a Gaussian expectation
is traded for a derivative along the vector `tᵀ K`. -/
theorem IsGaussian.linear (h : IsGaussian K E) (t : Fin n → ℝ) (q : MvPolynomial (Fin n) ℝ) :
    E (linearForm t * q) = ∑ j, (t ᵥ* K) j * E (pderiv j q) := by
  simp only [linearForm, Finset.sum_mul, smul_mul_assoc, map_sum, map_smul, smul_eq_mul,
    h.parts, Finset.mul_sum, Matrix.vecMul, dotProduct, mul_assoc]
  exact Finset.sum_comm

/-- The linear substitution `X_i ↦ ∑_k A_ik X_k` on polynomials. -/
def substitute (A : Matrix (Fin m) (Fin n) ℝ) :
    MvPolynomial (Fin m) ℝ →ₐ[ℝ] MvPolynomial (Fin n) ℝ :=
  MvPolynomial.aeval fun i => linearForm (A i)

/-- A linear substitution `A` turns a Gaussian expectation with covariance `K` into one with
covariance `A K Aᵀ`. -/
theorem IsGaussian.substitute (h : IsGaussian K E) (A : Matrix (Fin m) (Fin n) ℝ) :
    IsGaussian (A * K * Aᵀ) (E ∘ₗ (substitute A).toLinearMap) := by
  have sX : ∀ i, Substitute.substitute A (X i) = linearForm (A i) := fun i => by
    simp [Substitute.substitute]
  -- the chain rule for the substitution
  have chain : ∀ k q, pderiv k (Substitute.substitute A q) =
      ∑ j, A j k • Substitute.substitute A (pderiv j q) := by
    intro k q
    refine MvPolynomial.induction_on q ?_ ?_ ?_
    · intro a
      simp [Substitute.substitute, MvPolynomial.algebraMap_eq]
    · intro p q hp hq
      simp only [map_add, hp, hq, smul_add, Finset.sum_add_distrib]
    · intro p i hp
      simp [sX, Derivation.leibniz, pderiv_linearForm, hp, MvPolynomial.pderiv_X,
        Pi.single_apply, apply_ite (Substitute.substitute A), Finset.sum_add_distrib,
        Finset.mul_sum]
  refine ⟨by simp [h.one], fun i q => ?_⟩
  have e1 : ∀ k, (A i ᵥ* K) k = (A * K) i k := fun _ => rfl
  have e2 : ∀ j, (A * K * Aᵀ) i j = ∑ k, (A * K) i k * A j k := fun _ => Matrix.mul_apply
  simp only [LinearMap.comp_apply, AlgHom.toLinearMap_apply, map_mul, sX, h.linear, e1, chain,
    map_sum, map_smul, smul_eq_mul, e2, Finset.mul_sum, Finset.sum_mul, mul_assoc]
  exact Finset.sum_comm

end

end Substitute
```

The compiler's answer:

```
Main.lean:52:4: error: Type mismatch
  MvPolynomial.induction_on q ?m.109 ?m.110 ?m.111
has type
  ?m.108 q
but is expected to have type
  (pderiv k) ((Substitute.substitute A) q) = ∑ j, A j k • (Substitute.substitute A) ((pderiv j) q)
```

What went wrong. The error is in the chain rule, where the induction is set up. `MvPolynomial.induction_on` proves a property, its motive, of the polynomial `q`. Under `refine` the motive was left for Lean to find by unification, and it stayed unknown: the message shows the term's type as `?m.108 q`, which Lean did not match with the chain-rule equation. The message does not say why the match failed.

The repair uses the tactic `induction q using MvPolynomial.induction_on`, which builds the motive from the goal itself by abstracting `q`, so it no longer has to be found by that unification.

The other changes follow from this one. The tactic puts the variables and induction hypotheses of each case into the context itself, so the `intro` lines go. In the sum and product cases `rename_i` gives them the names that the proofs use; the constant case needs no name. The `simp` and `simp only` calls that prove the three cases are unchanged.

The repair, with which the file compiles:

```diff
@@ -50,10 +50,9 @@
       ∑ j, A j k • Substitute.substitute A (pderiv j q) := by
     intro k q
-    refine MvPolynomial.induction_on q ?_ ?_ ?_
-    · intro a
-      simp [Substitute.substitute, MvPolynomial.algebraMap_eq]
-    · intro p q hp hq
+    induction q using MvPolynomial.induction_on
+    · simp [Substitute.substitute, MvPolynomial.algebraMap_eq]
+    · rename_i p q hp hq
       simp only [map_add, hp, hq, smul_add, Finset.sum_add_distrib]
-    · intro p i hp
+    · rename_i p i hp
       simp [sX, Derivation.leibniz, pderiv_linearForm, hp, MvPolynomial.pderiv_X,
         Pi.single_apply, apply_ite (Substitute.substitute A), Finset.sum_add_distrib,
```
